# Electron–electron cusps in three dimensions: exponents 1/2 and 1/4 for exponential s- and p-waves

When two electrons meet, their repulsion $1/r$ diverges. In variational Monte Carlo the local energy $H\psi/\psi$ is sampled at electron positions, and it diverges too unless the kinetic term cancels the repulsion. How steeply must a trial function rise with $r$ for this to happen?

In atomic units, the relative coordinate $x$ of two electrons has the Hamiltonian $H=-\Delta+1/r$ with $r=\|x\|$, once the centre-of-mass motion is separated off and other forces are ignored. A singlet pair has an even spatial function, here an s-wave $g(r)$. A triplet pair has an odd one, here a p-wave $\langle a,x\rangle g(r)$ with a fixed vector $a$.

## The Laplacian and the cancellation of 1/r

Let $x\neq0$ in $\mathbb R^d$, let $g$ be twice differentiable at $r$, and let $c$ be a real constant. Then

$$\Delta\big[(c+\langle a,x\rangle)g\big]=c\Big(g''+\frac{d-1}{r}g'\Big)+\langle a,x\rangle\Big(g''+\frac{d+1}{r}g'\Big).$$

To derive this, write $u=c+\langle a,x\rangle$ and move along the line $x+te$. The rates of change at $t=0$ are

$$\dot u=\langle a,e\rangle,\qquad \dot r=\frac{\langle e,x\rangle}{r},\qquad \frac{d}{dt}\frac{\langle e,x\rangle}{r}=\frac{\langle e,e\rangle}{r}-\frac{\langle e,x\rangle^2}{r^3}.$$

The first derivative of $ug$ is therefore $\langle a,e\rangle g+u\,g'\langle e,x\rangle/r$, and the second is

$$2\langle a,e\rangle g'\frac{\langle e,x\rangle}{r}+u\Big[g''\frac{\langle e,x\rangle^2}{r^2}+g'\Big(\frac{\langle e,e\rangle}{r}-\frac{\langle e,x\rangle^2}{r^3}\Big)\Big].$$

Now let $e$ run over the $d$ coordinate axes and add. Since $\sum_i a_ix_i=\langle a,x\rangle$, $\sum_i x_i^2=r^2$ and $\sum_i 1=d$, the sum is

$$\frac{2g'}{r}\langle a,x\rangle+u\Big(g''+\frac{d-1}{r}g'\Big).$$

The first term raises $d-1$ to $d+1$ in the p-wave part, which gives the claim.

For $g=e^{\gamma r}$ we have $g'=\gamma g$ and $g''=\gamma^2g$. Hence $H$ multiplies the s-wave by $-\gamma^2+(1-(d-1)\gamma)/r$ and the p-wave by $-\gamma^2+(1-(d+1)\gamma)/r$. In three dimensions the $1/r$ term vanishes at $\gamma=1/2$ and $\gamma=1/4$ respectively, leaving the constants $-1/4$ and $-1/16$.

No other exponent keeps the local energy bounded. Suppose $|-\gamma^2+k/r|\le C$ for all $r>0$, with $k\ne0$. Then $|k|/r\le C+\gamma^2$ for all $r>0$, but at $r=|k|/(C+\gamma^2+1)$ the left side equals $C+\gamma^2+1$.

These are statements about explicit one-parameter functions of an isolated pair. Kato's cusp theorem concerns exact many-electron eigenfunctions and is not derived here. The functions $e^{r/2}$ and $\langle a,x\rangle e^{r/4}$ grow at large $r$, so they describe the short-range shape of a pair function and not a bound state.

## The slope in a Jastrow factor

A common Jastrow factor contains $\exp[\alpha r/(1+\beta r)]$ for each electron pair, with $\beta>0$. Its exponent has slope $\alpha$ at $r=0$ and levels off at large $r$. The cusp values are $\alpha=1/2$ for antiparallel spins and $\alpha=1/4$ for parallel spins, while $\beta$ remains free to be optimised. An antiparallel pair need not be a pure singlet: it can have both an s-wave and a p-wave part. When the s-wave part is present, it dominates as $r\to0$ and sets the slope. For a parallel pair the Slater determinant supplies the factor that is linear in the separation. A simple test of an implementation is to bring two electrons together and watch the local energy: growth like $1/r$ is a sign that the repulsion is not being cancelled, for instance because the slope or the coded Laplacian is wrong.

## Wave functions and Hamiltonian in Lean

```lean
import Mathlib

open Filter Topology

namespace ElectronCusp

noncomputable section
```

The relative coordinate lives in real Euclidean space of finite dimension $d$.

```lean
/-- Euclidean space of dimension `d`, the space of the relative coordinate. -/
abbrev Space (d : ℕ) := EuclideanSpace ℝ (Fin d)
```

The Laplacian is the sum of second derivatives along the coordinate axes. Lean's `deriv` returns zero where no derivative exists, so the proofs below establish the derivatives they use.

```lean
variable {d : ℕ}

/-- The Laplacian: the sum of the second derivatives along the coordinate axes. -/
def laplacian (f : Space d → ℝ) (x : Space d) : ℝ :=
  ∑ i, deriv (deriv fun t : ℝ => f (x + t • EuclideanSpace.single i (1 : ℝ))) 0
```

`spWave` is the function $(c+\langle a,y\rangle)g(\|y\|)$. Taking $a=0$ or $c=0$ isolates the s-wave or the p-wave.

```lean
/-- A mixture of an s-wave and a p-wave with common radial factor `g`. -/
def spWave (c : ℝ) (a : Space d) (g : ℝ → ℝ) (y : Space d) : ℝ :=
  (c + inner ℝ a y) * g ‖y‖
```

`dirSlope` records the first directional derivative found above. Here `g'` is an ordinary function name; hypotheses will make it the derivative of `g`.

```lean
/-- The slope of `spWave` at `y ≠ 0` in the direction `e`, where `g'` is the derivative of `g`. -/
def dirSlope (c : ℝ) (a : Space d) (g g' : ℝ → ℝ) (e y : Space d) : ℝ :=
  inner ℝ a e * g ‖y‖ + (c + inner ℝ a y) * (g' ‖y‖ * (inner ℝ e y / ‖y‖))
```

The Hamiltonian fixes atomic units and the coefficient 1 of $-\Delta$. Spin does not appear in the file: singlet and triplet enter only through the even and odd spatial functions.

```lean
/-- The Hamiltonian of the relative motion of two electrons in atomic units, `-Δ + 1/r`. -/
def relHamiltonian (ψ : Space d → ℝ) (x : Space d) : ℝ :=
  -laplacian ψ x + 1 / ‖x‖ * ψ x
```

## Derivatives along a line

The first lemma is $\dot u=\langle a,e\rangle$, stated at any point of the line.

```lean
/-- Along a straight line the component `⟨a, x⟩` changes at the constant rate `⟨a, e⟩`. -/
theorem hasDerivAt_inner_line (a x e : Space d) (t : ℝ) :
    HasDerivAt (fun s : ℝ => inner ℝ a (x + s • e)) (inner ℝ a e) t := by
  have h := ((hasDerivAt_id' t).mul_const (inner ℝ a e)).const_add (inner ℝ a x)
  rw [one_mul] at h
  refine h.congr_of_eventuallyEq (Eventually.of_forall fun s => ?_)
  simp only [inner_add_right, real_inner_smul_right]
```

For $\dot r$, the proof differentiates $\|x+te\|^2$ and then takes the square root, which is allowed because the point is not the origin.

```lean
/-- Away from the origin the distance `r` changes along a line at the rate `⟨e, x⟩ / r`. -/
theorem hasDerivAt_norm_line (x e : Space d) (t : ℝ) (hy : x + t • e ≠ 0) :
    HasDerivAt (fun s : ℝ => ‖x + s • e‖) (inner ℝ e (x + t • e) / ‖x + t • e‖) t := by
  have h := ((hasDerivAt_id' t).smul_const e).const_add x
  rw [one_smul] at h
  have h2 : HasDerivAt (fun s : ℝ => ‖x + s • e‖ ^ 2) (2 * inner ℝ (x + t • e) e) t :=
    h.norm_sq
  have h3 := h2.sqrt (pow_ne_zero 2 (norm_ne_zero_iff.2 hy))
  refine (h3.congr_of_eventuallyEq
    (Eventually.of_forall fun s => (Real.sqrt_sq (norm_nonneg _)).symm)).congr_deriv ?_
  rw [Real.sqrt_sq (norm_nonneg _), mul_div_mul_left _ _ two_ne_zero, real_inner_comm]
```

The next lemma gives the first derivative of the wave function and then the derivative of `dirSlope`. The latter is the second derivative of the wave function when `g'` is the derivative of `g` throughout a neighbourhood, as will be assumed for the Laplacian. In the proof `G` and `G'` are the chain rule for $g(r)$ and $g'(r)$, and `Q` is the quotient rule for $\langle e,x\rangle/r$. The product rule combines them, and `field_simp` and `ring` bring the result to the displayed form.

```lean
/-- At a point off the origin where `g` has derivative `g'`, the s-p wave has derivative `dirSlope`
along a straight line; if `g'` has derivative `g2` there, `dirSlope` has the stated derivative along
the line. -/
theorem line_derivatives (c : ℝ) (a x e : Space d) (t : ℝ) {g g' : ℝ → ℝ}
    (hy : x + t • e ≠ 0) (hg : HasDerivAt g (g' ‖x + t • e‖) ‖x + t • e‖) :
    HasDerivAt (fun s : ℝ => spWave c a g (x + s • e)) (dirSlope c a g g' e (x + t • e)) t ∧
    ∀ g2 : ℝ, HasDerivAt g' g2 ‖x + t • e‖ →
      HasDerivAt (fun s : ℝ => dirSlope c a g g' e (x + s • e))
        (2 * inner ℝ a e * g' ‖x + t • e‖ * (inner ℝ e (x + t • e) / ‖x + t • e‖)
          + (c + inner ℝ a (x + t • e)) * (g2 * (inner ℝ e (x + t • e) / ‖x + t • e‖) ^ 2
            + g' ‖x + t • e‖ * (inner ℝ e e / ‖x + t • e‖
              - inner ℝ e (x + t • e) ^ 2 / ‖x + t • e‖ ^ 3))) t := by
  have hr : ‖x + t • e‖ ≠ 0 := norm_ne_zero_iff.2 hy
  have hn := hasDerivAt_norm_line x e t hy
  have A := (hasDerivAt_inner_line a x e t).const_add c
  have G : HasDerivAt (fun s : ℝ => g ‖x + s • e‖)
      (g' ‖x + t • e‖ * (inner ℝ e (x + t • e) / ‖x + t • e‖)) t := hg.comp t hn
  refine ⟨A.fun_mul G, fun g2 hg2 => ?_⟩
  have G' : HasDerivAt (fun s : ℝ => g' ‖x + s • e‖)
      (g2 * (inner ℝ e (x + t • e) / ‖x + t • e‖)) t := hg2.comp t hn
  -- the direction cosine itself varies along the line
  have Q := (hasDerivAt_inner_line e x e t).fun_div hn hr
  have total := (G.const_mul (inner ℝ a e)).fun_add (A.fun_mul (G'.fun_mul Q))
  unfold dirSlope
  refine total.congr_deriv ?_
  field_simp
  ring
```

## Summing over the axes

The hypotheses say that `g` has derivative `g'` throughout a neighbourhood of $\|x\|$, and that `g'` has derivative `g2` at $\|x\|$ itself. The neighbourhood is needed because a second derivative at a point uses first derivatives nearby; `ev` expresses this by identifying the first derivative with `dirSlope` close to $t=0$. The statement `key` is the second derivative along axis $i$, and `S` turns the coordinate sums into inner products.

```lean
/-- The Laplacian of `(c + ⟨a, x⟩) g(r)` in `d` dimensions, away from the origin. -/
theorem laplacian_spWave (c : ℝ) (a : Space d) {x : Space d} (hx : x ≠ 0) {g g' : ℝ → ℝ}
    {g2 : ℝ} (hg : ∀ᶠ s in 𝓝 ‖x‖, HasDerivAt g (g' s) s) (hg2 : HasDerivAt g' g2 ‖x‖) :
    laplacian (spWave c a g) x = c * (g2 + ((d : ℝ) - 1) * g' ‖x‖ / ‖x‖)
      + inner ℝ a x * (g2 + ((d : ℝ) + 1) * g' ‖x‖ / ‖x‖) := by
  have hr : ‖x‖ ≠ 0 := norm_ne_zero_iff.2 hx
  have key : ∀ i, deriv (deriv fun t : ℝ =>
      spWave c a g (x + t • EuclideanSpace.single i (1 : ℝ))) 0
      = 2 * g' ‖x‖ / ‖x‖ * (a i * x i)
        + (c + inner ℝ a x) * (g2 / ‖x‖ ^ 2 - g' ‖x‖ / ‖x‖ ^ 3) * (x i * x i)
        + (c + inner ℝ a x) * (g' ‖x‖ / ‖x‖) := by
    intro i
    obtain ⟨e, he⟩ : ∃ e : Space d, e = EuclideanSpace.single i (1 : ℝ) := ⟨_, rfl⟩
    rw [← he]
    have ha : ∀ v : Space d, inner ℝ v e = v i := fun v => by
      simp [he, EuclideanSpace.inner_single_right]
    have hb : ∀ v : Space d, inner ℝ e v = v i := fun v => by
      simp [he, EuclideanSpace.inner_single_left]
    have hei : e i = 1 := by simp [he]
    have hcont : Continuous fun t : ℝ => ‖x + t • e‖ := by fun_prop
    have hc := hcont.tendsto 0
    simp only [zero_smul, add_zero] at hc
    -- near the point the first derivative is the slope computed above
    have ev : (deriv fun t : ℝ => spWave c a g (x + t • e)) =ᶠ[𝓝 0]
        fun t : ℝ => dirSlope c a g g' e (x + t • e) := by
      filter_upwards [hc.eventually hg,
        hc.eventually (eventually_gt_nhds (norm_pos_iff.2 hx))] with t h1 h2
      exact (line_derivatives c a x e t (norm_pos_iff.1 h2) h1).1.deriv
    have h0 := (line_derivatives c a x e 0 (g := g) (g' := g')
      (by simpa only [zero_smul, add_zero] using hx)
      (by simpa only [zero_smul, add_zero] using hg.self_of_nhds)).2 g2
      (by simpa only [zero_smul, add_zero] using hg2)
    rw [ev.deriv_eq, h0.deriv]
    simp only [zero_smul, add_zero, ha, hb, hei]
    ring
  have S : ∀ u v : Space d, ∑ i, u i * v i = inner ℝ u v := fun u v => by
    simp [PiLp.inner_apply, mul_comm]
  unfold laplacian
  rw [Finset.sum_congr rfl fun i _ => key i, Finset.sum_add_distrib, Finset.sum_add_distrib,
    ← Finset.mul_sum, ← Finset.mul_sum, S, S, real_inner_self_eq_norm_sq, Finset.sum_const,
    Finset.card_univ, Fintype.card_fin, nsmul_eq_mul]
  field_simp
  ring
```

The two separate formulas are the cases $c=1$, $a=0$ and $c=0$.

```lean
/-- Away from the origin, the Laplacian of `g(r)` is `g'' + (d-1) g'/r`, and that of `⟨a, x⟩ g(r)`
is `⟨a, x⟩ (g'' + (d+1) g'/r)`. -/
theorem laplacian_radial_and_pWave (a : Space d) {x : Space d} (hx : x ≠ 0) {g g' : ℝ → ℝ}
    {g2 : ℝ} (hg : ∀ᶠ s in 𝓝 ‖x‖, HasDerivAt g (g' s) s) (hg2 : HasDerivAt g' g2 ‖x‖) :
    laplacian (fun y : Space d => g ‖y‖) x = g2 + ((d : ℝ) - 1) * g' ‖x‖ / ‖x‖ ∧
    laplacian (fun y : Space d => inner ℝ a y * g ‖y‖) x
      = inner ℝ a x * (g2 + ((d : ℝ) + 1) * g' ‖x‖ / ‖x‖) := by
  have h1 : (fun y : Space d => g ‖y‖) = spWave 1 0 g := by
    funext y; simp [spWave]
  have h2 : (fun y : Space d => inner ℝ a y * g ‖y‖) = spWave 0 a g := by
    funext y; simp [spWave]
  rw [h1, h2, laplacian_spWave 1 0 hx hg hg2, laplacian_spWave 0 a hx hg hg2, inner_zero_left]
  constructor <;> ring
```

## Exponentials and their cusps

Inserting $g=e^{\gamma r}$ gives the two multipliers in any dimension.

```lean
/-- The action of `-Δ + 1/r` on `exp(γ r)` and on `⟨a, x⟩ exp(γ r)` in `d` dimensions, away from the
origin. -/
theorem relHamiltonian_exp (γ : ℝ) (a : Space d) {x : Space d} (hx : x ≠ 0) :
    relHamiltonian (fun y : Space d => Real.exp (γ * ‖y‖)) x
      = (-γ ^ 2 + (1 - ((d : ℝ) - 1) * γ) / ‖x‖) * Real.exp (γ * ‖x‖) ∧
    relHamiltonian (fun y : Space d => inner ℝ a y * Real.exp (γ * ‖y‖)) x
      = (-γ ^ 2 + (1 - ((d : ℝ) + 1) * γ) / ‖x‖) * (inner ℝ a x * Real.exp (γ * ‖x‖)) := by
  have hE : ∀ s : ℝ, HasDerivAt (fun s => Real.exp (γ * s)) (γ * Real.exp (γ * s)) s :=
    fun s => ((hasDerivAt_id' s).const_mul γ).exp.congr_deriv (by ring)
  have h := laplacian_radial_and_pWave a hx (g := fun s => Real.exp (γ * s))
    (g' := fun s => γ * Real.exp (γ * s)) (Eventually.of_forall hE) ((hE ‖x‖).const_mul γ)
  unfold relHamiltonian
  constructor
  · rw [h.1]; ring
  · rw [h.2]; ring
```

Setting $d=3$ with $\gamma=1/2$ and $\gamma=1/4$ removes the $1/r$ terms. The equations hold at every $x\ne0$; the coalescence point itself is excluded.

```lean
/-- In three dimensions `-Δ + 1/r` acts on `exp(r/2)` as `-1/4` and on `⟨a, x⟩ exp(r/4)` as `-1/16`,
away from coalescence. -/
theorem singlet_and_triplet_cusp (a : Space 3) {x : Space 3} (hx : x ≠ 0) :
    relHamiltonian (fun y : Space 3 => Real.exp (‖y‖ / 2)) x
      = -(1 / 4) * Real.exp (‖x‖ / 2) ∧
    relHamiltonian (fun y : Space 3 => inner ℝ a y * Real.exp (‖y‖ / 4)) x
      = -(1 / 16) * (inner ℝ a x * Real.exp (‖x‖ / 4)) := by
  have e2 : ∀ r : ℝ, Real.exp (r / 2) = Real.exp (1 / 2 * r) := fun r => by
    congr 1; ring
  have e4 : ∀ r : ℝ, Real.exp (r / 4) = Real.exp (1 / 4 * r) := fun r => by
    congr 1; ring
  have f2 : (fun y : Space 3 => Real.exp (‖y‖ / 2)) = fun y => Real.exp (1 / 2 * ‖y‖) :=
    funext fun y => e2 ‖y‖
  have f4 : (fun y : Space 3 => inner ℝ a y * Real.exp (‖y‖ / 4))
      = fun y => inner ℝ a y * Real.exp (1 / 4 * ‖y‖) := funext fun y => by rw [e4]
  rw [f2, f4, e2, e4, (relHamiltonian_exp (1 / 2) a hx).1, (relHamiltonian_exp (1 / 4) a hx).2]
  constructor <;> push_cast <;> ring
```

## Boundedness fixes the exponent

This lemma is the contradiction argument from above, evaluated at the same distance $r=|k|/(C+\gamma^2+1)$.

```lean
/-- If `-γ² + k/r` is bounded for all `r > 0`, the Coulomb coefficient `k` vanishes. -/
theorem coulomb_coefficient_eq_zero (γ k C : ℝ)
    (h : ∀ r : ℝ, 0 < r → |-γ ^ 2 + k / r| ≤ C) : k = 0 := by
  by_contra hk
  have hC : 0 ≤ C := (abs_nonneg _).trans (h 1 one_pos)
  have hM : 0 < C + γ ^ 2 + 1 := by positivity
  have hk' : |k| ≠ 0 := abs_ne_zero.2 hk
  -- at this distance the Coulomb term exceeds the bound
  have h1 := abs_le.1 (h (|k| / (C + γ ^ 2 + 1)) (div_pos (abs_pos.2 hk) hM))
  have h2 : |k / (|k| / (C + γ ^ 2 + 1))| = C + γ ^ 2 + 1 := by
    rw [abs_div, abs_div, abs_abs, abs_of_pos hM]
    field_simp
  have h3 : |k / (|k| / (C + γ ^ 2 + 1))| ≤ C + γ ^ 2 :=
    abs_le.2 ⟨by linarith [h1.1, sq_nonneg γ], by linarith [h1.2]⟩
  rw [h2] at h3
  linarith
```

For the s-wave, a bound $|H\psi|\le C|\psi|$ away from the origin exists exactly when $\gamma=1/2$. In the forward direction the proof tests the bound at distance $r$ along a coordinate axis, cancels the positive factor $|\psi|$, and applies the lemma with $k=1-2\gamma$. In the converse direction $C=1/4$ works, with equality.

```lean
/-- For `ψ = exp(γ r)` in three dimensions, `|Hψ| ≤ C |ψ|` holds off the origin for some
constant `C` exactly when `γ = 1/2`. -/
theorem singlet_bounded_iff (γ : ℝ) :
    (∃ C : ℝ, ∀ x : Space 3, x ≠ 0 →
      |relHamiltonian (fun y : Space 3 => Real.exp (γ * ‖y‖)) x|
        ≤ C * |Real.exp (γ * ‖x‖)|) ↔ γ = 1 / 2 := by
  constructor
  · rintro ⟨C, h⟩
    have k0 := coulomb_coefficient_eq_zero γ (1 - (((3 : ℕ) : ℝ) - 1) * γ) C (fun r hr => by
      have hn : ‖r • (EuclideanSpace.single 0 1 : Space 3)‖ = r := by
        simp [norm_smul, abs_of_pos hr]
      have hx : r • (EuclideanSpace.single 0 1 : Space 3) ≠ 0 :=
        norm_pos_iff.1 (by rw [hn]; exact hr)
      have hb := h _ hx
      rw [(relHamiltonian_exp γ 0 hx).1, abs_mul, hn] at hb
      exact le_of_mul_le_mul_right hb (abs_pos.2 (Real.exp_ne_zero _)))
    push_cast at k0
    linarith
  · rintro rfl
    refine ⟨1 / 4, fun x hx => le_of_eq ?_⟩
    have hk : -(1 / 2 : ℝ) ^ 2 + (1 - (((3 : ℕ) : ℝ) - 1) * (1 / 2)) / ‖x‖ = -(1 / 4) := by
      push_cast; ring
    rw [(relHamiltonian_exp (1 / 2) 0 hx).1, hk, abs_mul, abs_neg,
      abs_of_pos (by norm_num : (0 : ℝ) < 1 / 4)]
```

The p-wave vanishes on the plane $\langle a,x\rangle=0$. Writing the bound as $C|\psi|$ avoids dividing by zero there, and the proof approaches the origin along $a$, where $\psi\neq0$. The lemma then gives $1-4\gamma=0$. The hypothesis $a\ne0$ is needed because the zero function satisfies the bound for every $\gamma$.

```lean
/-- For `ψ = ⟨a, x⟩ exp(γ r)` with `a ≠ 0` in three dimensions, `|Hψ| ≤ C |ψ|` holds off the
origin for some constant `C` exactly when `γ = 1/4`. -/
theorem triplet_bounded_iff (γ : ℝ) {a : Space 3} (ha : a ≠ 0) :
    (∃ C : ℝ, ∀ x : Space 3, x ≠ 0 →
      |relHamiltonian (fun y : Space 3 => inner ℝ a y * Real.exp (γ * ‖y‖)) x|
        ≤ C * |inner ℝ a x * Real.exp (γ * ‖x‖)|) ↔ γ = 1 / 4 := by
  constructor
  · rintro ⟨C, h⟩
    have hap : 0 < ‖a‖ := norm_pos_iff.2 ha
    have k0 := coulomb_coefficient_eq_zero γ (1 - (((3 : ℕ) : ℝ) + 1) * γ) C (fun r hr => by
      -- approach the origin along `a`, off the nodal plane
      have hn : ‖(r / ‖a‖) • a‖ = r := by
        rw [norm_smul, Real.norm_eq_abs, abs_of_pos (div_pos hr hap),
          div_mul_cancel₀ _ hap.ne']
      have hx : (r / ‖a‖) • a ≠ 0 := norm_pos_iff.1 (by rw [hn]; exact hr)
      have hi : inner ℝ a ((r / ‖a‖) • a) ≠ 0 := by
        rw [real_inner_smul_right, real_inner_self_eq_norm_sq]
        positivity
      have hb := h _ hx
      rw [(relHamiltonian_exp γ a hx).2, abs_mul, hn] at hb
      exact le_of_mul_le_mul_right hb (abs_pos.2 (mul_ne_zero hi (Real.exp_ne_zero _))))
    push_cast at k0
    linarith
  · rintro rfl
    refine ⟨1 / 16, fun x hx => le_of_eq ?_⟩
    have hk : -(1 / 4 : ℝ) ^ 2 + (1 - (((3 : ℕ) : ℝ) + 1) * (1 / 4)) / ‖x‖ = -(1 / 16) := by
      push_cast; ring
    rw [(relHamiltonian_exp (1 / 4) a hx).2, hk, abs_mul, abs_neg,
      abs_of_pos (by norm_num : (0 : ℝ) < 1 / 16)]

end

end ElectronCusp
```

```lean
#print axioms ElectronCusp.singlet_and_triplet_cusp
-- 'ElectronCusp.singlet_and_triplet_cusp' depends on axioms: [propext, Classical.choice, Quot.sound]
#print axioms ElectronCusp.singlet_bounded_iff
-- 'ElectronCusp.singlet_bounded_iff' depends on axioms: [propext, Classical.choice, Quot.sound]
#print axioms ElectronCusp.triplet_bounded_iff
-- 'ElectronCusp.triplet_bounded_iff' depends on axioms: [propext, Classical.choice, Quot.sound]
```
